# Unit vectors with overlap cos θ are joined in time θ/s by a Hamiltonian of energy spread s

## A qubit driven by $\sigma_y$

Set $\hbar=1$ and take $H=s\sigma_y$ with $s>0$ and $\sigma_y=\begin{pmatrix}0&-i\\ i&0\end{pmatrix}$. Start from $\psi=(1,0)$ and put $\chi=(0,1)$. Then $H\psi=is\chi$ and $H\chi=-is\psi$, so $\langle H\rangle=0$, $\langle H^2\rangle=s^2$, and the energy spread $\Delta H=\sqrt{\langle H^2\rangle-\langle H\rangle^2}$ in $\psi$ equals $s$. After time $t$ the state is $(\cos st,\sin st)$, and it reaches the target $\varphi=(\cos\theta,\sin\theta)$ at $t=\theta/s$. The general construction places this rotation in the plane of two given states.

## Fixed spread and the time θ/s

Rescaling $H$ rescales every evolution time, so a question about shortest times needs a fixed resource; here it is the spread $s$ in the initial state. The Mandelstam–Tamm inequality says that a time-independent Hamiltonian of spread $s$ needs at least time $\theta/s$ to connect states with $|\langle\psi,\varphi\rangle|=\cos\theta$, $0\le\theta\le\pi/2$. That inequality is background only, and no theorem below proves it. The result here is attainment: in finite dimension, with every Hermitian matrix allowed and no locality or control constraint, a lower bound on the time that depends only on $\theta$ and the spread, and that holds for every $H$, cannot exceed $\theta/s$.

## The rotation generator in the plane of ψ and φ

Let $\psi,\varphi\in\mathbb C^n$ be unit vectors with $\langle\psi,\varphi\rangle=\cos\theta$, $0<\theta\le\pi/2$, and let $s>0$. Define
$$\chi=\frac{\varphi-\cos\theta\,\psi}{\sin\theta},\qquad H=is\big(|\chi\rangle\langle\psi|-|\psi\rangle\langle\chi|\big).$$
The theorem `geodesic_time_attained` says that $H$ is Hermitian, that its spread in $\psi$ is $s$, that $e^{-iH\theta/s}\psi=\varphi$, and that $e^{-iHt}\psi\ne c\varphi$ for all $0\le t<\theta/s$ and all complex $c$ with $|c|=1$. The last clause concerns this one $H$.

States are functions `n → ℂ` on a finite index type. `braket` is the inner product, conjugate-linear in the first slot; `spread` is $\Delta H$, built from real parts of expectation values; `evolve H t` is the matrix exponential of $-itH$; `orthoDir` is $\chi$ and `geodesicHamiltonian` is $H$. Normalisation enters as hypotheses such as `braket ψ ψ = 1`. For $\theta<\pi/2$ the real overlap fixes the relative phase of the two vectors (at $\theta=\pi/2$ the overlap vanishes and any phase is allowed), $\theta>0$ excludes $\varphi=\psi$, and $\theta\le\pi/2$ makes $\theta=\arccos|\langle\psi,\varphi\rangle|$ the angle between the rays. Mixed states, time-dependent Hamiltonians and infinite dimension are not covered.

`geodesic_time_attained_ray` assumes only $|\langle\psi,\varphi\rangle|=\cos\theta$. It concludes that some Hermitian $H$ of spread $s$ reaches a phase multiple of $\varphi$ at time $\theta/s$, and says nothing about earlier times.

## From orthonormality to arrival

1. Since $\langle\varphi,\psi\rangle=\cos\theta$ as well, $\langle\chi,\chi\rangle=(1-2\cos^2\theta+\cos^2\theta)/\sin^2\theta=1$ and $\langle\psi,\chi\rangle=(\cos\theta-\cos\theta)/\sin\theta=0$. Rearranging the definition gives $\varphi=\cos\theta\,\psi+\sin\theta\,\chi$.
2. The adjoint flips the sign of $is$ and exchanges the two outer products, so $H^\dagger=H$.
3. Orthonormality gives $H\psi=is\chi$ and $H\chi=-is\psi$. Hence $\langle H\rangle=is\langle\psi,\chi\rangle=0$ and $H^2\psi=(is)(-is)\psi=s^2\psi$, so $\Delta H=s$.
4. $H(\psi\pm i\chi)=is\chi\pm s\psi=\pm s(\psi\pm i\chi)$; the normalised eigenvectors are $(\psi\pm i\chi)/\sqrt2$. Because $\psi$ is half the sum of $\psi+i\chi$ and $\psi-i\chi$,
$$e^{-iHt}\psi=\tfrac12 e^{-ist}(\psi+i\chi)+\tfrac12 e^{ist}(\psi-i\chi)=\cos(st)\,\psi+\sin(st)\,\chi .$$
5. At $t=\theta/s$ the right side is $\varphi$. If $e^{-iHt}\psi=c\varphi$ at an earlier time, the overlap with $\psi$ gives $\cos(st)=c\cos\theta$, so $|\cos st|=|\cos\theta|$. But $0\le st<\theta\le\pi/2$ gives $\cos st>\cos\theta\ge0$, a contradiction.
6. For a complex overlap $z=\langle\psi,\varphi\rangle$ with $|z|=\cos\theta$, take $c=e^{-i\arg z}$. Then $c\varphi$ is a unit vector with $\langle\psi,c\varphi\rangle=\cos\theta$, and steps 1 to 5 apply to it.

## The Lean file

```lean
import Mathlib

open Matrix Complex

namespace QuantumBrachistochrone

noncomputable section

variable {n : Type*} [Fintype n] [DecidableEq n]

/-- The inner product `⟨ψ, φ⟩` on `ℂⁿ`, conjugate-linear in `ψ`. -/
def braket (ψ φ : n → ℂ) : ℂ := star ψ ⬝ᵥ φ

/-- The mean energy `⟨ψ, H ψ⟩` (real part). -/
def expect (H : Matrix n n ℂ) (ψ : n → ℂ) : ℝ := (braket ψ (H *ᵥ ψ)).re

/-- The energy spread `√(⟨H²⟩ - ⟨H⟩²)` in the state `ψ`. -/
def spread (H : Matrix n n ℂ) (ψ : n → ℂ) : ℝ :=
  Real.sqrt ((braket ψ ((H * H) *ᵥ ψ)).re - expect H ψ ^ 2)

/-- The propagator `exp(-i H t)`, with `ħ = 1`. -/
def evolve (H : Matrix n n ℂ) (t : ℝ) : Matrix n n ℂ :=
  NormedSpace.exp ((-(I * t)) • H)

/-- The Hamiltonian `i s (|χ⟩⟨ψ| - |ψ⟩⟨χ|)`. -/
def geodesicHamiltonian (s : ℝ) (ψ χ : n → ℂ) : Matrix n n ℂ :=
  (I * s) • (vecMulVec χ (star ψ) - vecMulVec ψ (star χ))

/-- The vector `(φ - cos θ ψ) / sin θ`. -/
def orthoDir (θ : ℝ) (ψ φ : n → ℂ) : n → ℂ :=
  (Real.sin θ : ℂ)⁻¹ • (φ - (Real.cos θ : ℂ) • ψ)

omit [DecidableEq n] in
/-- Exchanging bra and ket conjugates the inner product. -/
theorem braket_conj (χ ψ : n → ℂ) : braket χ ψ = star (braket ψ χ) :=
  Matrix.star_dotProduct _ _

/-- If `A v = μ v` then `exp(A) v = e^μ v`. -/
theorem exp_mulVec_eigen {A : Matrix n n ℂ} {v : n → ℂ} {μ : ℂ} (h : A *ᵥ v = μ • v) :
    NormedSpace.exp A *ᵥ v = Complex.exp μ • v := by
  have hpow : ∀ k : ℕ, A ^ k *ᵥ v = μ ^ k • v := by
    intro k
    induction k with
    | zero => simp
    | succ k ih =>
      rw [pow_succ, ← Matrix.mulVec_mulVec, h, Matrix.mulVec_smul, ih, smul_smul, pow_succ']
  -- apply the exponential series to `v` term by term
  have hA : HasSum (fun k : ℕ => ((k.factorial : ℂ)⁻¹) • A ^ k) (NormedSpace.exp A) :=
    open scoped Matrix.Norms.Operator in NormedSpace.exp_series_hasSum_exp' (𝕂 := ℂ) A
  have hcont : Continuous fun M : Matrix n n ℂ => M *ᵥ v :=
    Continuous.matrix_mulVec continuous_id continuous_const
  have h1 : HasSum (fun k : ℕ => (((k.factorial : ℂ)⁻¹) • A ^ k) *ᵥ v)
      (NormedSpace.exp A *ᵥ v) :=
    hA.map (AddMonoidHom.mk' (fun M : Matrix n n ℂ => M *ᵥ v)
      (fun a b => Matrix.add_mulVec a b v)) hcont
  have h2 := (NormedSpace.exp_series_hasSum_exp' (𝕂 := ℂ) μ).smul_const v
  rw [Complex.exp_eq_exp_ℂ]
  refine h1.unique ?_
  convert h2 using 2 with k
  rw [Matrix.smul_mulVec, hpow, smul_assoc]

omit [Fintype n] [DecidableEq n] in
/-- The geodesic Hamiltonian is Hermitian. -/
theorem geodesic_isHermitian (s : ℝ) (ψ χ : n → ℂ) :
    (geodesicHamiltonian s ψ χ).IsHermitian := by
  unfold Matrix.IsHermitian
  ext i j
  simp only [geodesicHamiltonian, conjTranspose_apply, Matrix.smul_apply, Matrix.sub_apply,
    vecMulVec_apply, Pi.star_apply, smul_eq_mul, Complex.star_def, map_mul, map_sub,
    Complex.conj_I, Complex.conj_ofReal, Complex.conj_conj]
  ring

omit [DecidableEq n] in
/-- For orthonormal `ψ, χ` the geodesic Hamiltonian obeys `H ψ = i s χ` and `H χ = -i s ψ`. -/
theorem geodesic_action (s : ℝ) {ψ χ : n → ℂ} (hψ : braket ψ ψ = 1) (hχ : braket χ χ = 1)
    (hψχ : braket ψ χ = 0) :
    geodesicHamiltonian s ψ χ *ᵥ ψ = (I * s) • χ ∧
      geodesicHamiltonian s ψ χ *ᵥ χ = (-(I * s)) • ψ := by
  have outer : ∀ a b v : n → ℂ, vecMulVec a (star b) *ᵥ v = braket b v • a := by
    intro a b v
    ext i
    simp only [Matrix.mulVec, dotProduct, vecMulVec_apply, braket, Pi.smul_apply, smul_eq_mul,
      Finset.sum_mul]
    exact Finset.sum_congr rfl fun j _ => by ring
  have hχψ : braket χ ψ = 0 := by rw [braket_conj, hψχ, star_zero]
  constructor
  · rw [geodesicHamiltonian, Matrix.smul_mulVec, Matrix.sub_mulVec, outer, outer, hψ, hχψ]
    simp
  · rw [geodesicHamiltonian, Matrix.smul_mulVec, Matrix.sub_mulVec, outer, outer, hχ, hψχ]
    simp

omit [DecidableEq n] in
/-- For orthonormal `ψ, χ` and `s ≥ 0` the geodesic Hamiltonian has mean energy `0` and
energy spread `s` in `ψ`. -/
theorem geodesic_spread {s : ℝ} (hs : 0 ≤ s) {ψ χ : n → ℂ} (hψ : braket ψ ψ = 1)
    (hχ : braket χ χ = 1) (hψχ : braket ψ χ = 0) :
    expect (geodesicHamiltonian s ψ χ) ψ = 0 ∧ spread (geodesicHamiltonian s ψ χ) ψ = s := by
  obtain ⟨h1, h2⟩ := geodesic_action s hψ hχ hψχ
  have a : star ψ ⬝ᵥ ψ = 1 := hψ
  have b : star ψ ⬝ᵥ χ = 0 := hψχ
  have hE : expect (geodesicHamiltonian s ψ χ) ψ = 0 := by
    rw [expect, h1, braket, dotProduct_smul, b]
    simp
  -- `H² ψ = s² ψ`
  have h3 : braket ψ ((geodesicHamiltonian s ψ χ * geodesicHamiltonian s ψ χ) *ᵥ ψ)
      = ((s ^ 2 : ℝ) : ℂ) := by
    rw [← Matrix.mulVec_mulVec, h1, Matrix.mulVec_smul, h2, smul_smul, braket,
      dotProduct_smul, a, smul_eq_mul]
    push_cast
    linear_combination (-(s : ℂ) ^ 2) * I_sq
  refine ⟨hE, ?_⟩
  rw [spread, h3, hE, Complex.ofReal_re]
  simp [Real.sqrt_sq hs]

/-- For orthonormal `ψ, χ` the geodesic Hamiltonian evolves `ψ` as
`exp(-i H t) ψ = cos(s t) ψ + sin(s t) χ`. -/
theorem geodesic_evolve (s t : ℝ) {ψ χ : n → ℂ} (hψ : braket ψ ψ = 1) (hχ : braket χ χ = 1)
    (hψχ : braket ψ χ = 0) :
    evolve (geodesicHamiltonian s ψ χ) t *ᵥ ψ
      = (Real.cos (s * t) : ℂ) • ψ + (Real.sin (s * t) : ℂ) • χ := by
  obtain ⟨h1, h2⟩ := geodesic_action s hψ hχ hψχ
  -- `ψ ± i χ` are eigenvectors of `-i t H`
  have hp : ((-(I * t)) • geodesicHamiltonian s ψ χ) *ᵥ (ψ + I • χ)
      = ((-((s : ℂ) * t)) * I) • (ψ + I • χ) := by
    rw [Matrix.smul_mulVec, Matrix.mulVec_add, Matrix.mulVec_smul, h1, h2]
    ext i
    simp only [Pi.smul_apply, Pi.add_apply, smul_eq_mul]
    linear_combination ((t : ℂ) * s * I * ψ i) * I_sq
  have hm : ((-(I * t)) • geodesicHamiltonian s ψ χ) *ᵥ (ψ - I • χ)
      = (((s : ℂ) * t) * I) • (ψ - I • χ) := by
    rw [Matrix.smul_mulVec, Matrix.mulVec_sub, Matrix.mulVec_smul, h1, h2]
    ext i
    simp only [Pi.smul_apply, Pi.sub_apply, smul_eq_mul]
    linear_combination (-((t : ℂ) * s * I * ψ i)) * I_sq
  have hd : ψ = (1 / 2 : ℂ) • ((ψ + I • χ) + (ψ - I • χ)) := by module
  unfold evolve
  refine (congrArg (fun v => NormedSpace.exp
    ((-(I * t)) • geodesicHamiltonian s ψ χ) *ᵥ v) hd).trans ?_

  rw [Matrix.mulVec_smul, Matrix.mulVec_add, exp_mulVec_eigen hp, exp_mulVec_eigen hm,
    Complex.exp_mul_I, Complex.exp_mul_I, Complex.cos_neg, Complex.sin_neg]
  ext i
  simp only [Pi.smul_apply, Pi.add_apply, Pi.sub_apply, smul_eq_mul, Complex.ofReal_cos,
    Complex.ofReal_sin, Complex.ofReal_mul]
  linear_combination (-(Complex.sin (s * t) * χ i)) * I_sq

omit [DecidableEq n] in
/-- For unit `ψ, φ` with overlap `cos θ` and `sin θ ≠ 0`, the vector `χ = (φ - cos θ ψ)/sin θ`
is a unit vector orthogonal to `ψ`, and `φ = cos θ ψ + sin θ χ`. -/
theorem orthoDir_spec {θ : ℝ} (hθ : Real.sin θ ≠ 0) {ψ φ : n → ℂ} (hψ : braket ψ ψ = 1)
    (hφ : braket φ φ = 1) (hov : braket ψ φ = (Real.cos θ : ℂ)) :
    braket (orthoDir θ ψ φ) (orthoDir θ ψ φ) = 1 ∧ braket ψ (orthoDir θ ψ φ) = 0 ∧
      φ = (Real.cos θ : ℂ) • ψ + (Real.sin θ : ℂ) • orthoDir θ ψ φ := by
  have a : star ψ ⬝ᵥ ψ = 1 := hψ
  have b : star φ ⬝ᵥ φ = 1 := hφ
  have c : star ψ ⬝ᵥ φ = (Real.cos θ : ℂ) := hov
  have d : star φ ⬝ᵥ ψ = (Real.cos θ : ℂ) := by
    have := braket_conj φ ψ
    rwa [hov, Complex.star_def, Complex.conj_ofReal] at this
  have hu : (Real.sin θ : ℂ) * (Real.sin θ : ℂ)⁻¹ = 1 :=
    mul_inv_cancel₀ (Complex.ofReal_ne_zero.2 hθ)
  have hcs : (Real.sin θ : ℂ) ^ 2 + (Real.cos θ : ℂ) ^ 2 = 1 := by
    rw [← ofReal_pow, ← ofReal_pow, ← ofReal_add, Real.sin_sq_add_cos_sq, ofReal_one]
  refine ⟨?_, ?_, ?_⟩
  · simp only [braket, orthoDir, star_smul, star_sub, smul_dotProduct, dotProduct_smul,
      sub_dotProduct, dotProduct_sub, smul_eq_mul, Complex.star_def, Complex.conj_ofReal,
      map_inv₀, a, b, c, d]
    linear_combination (-((Real.sin θ : ℂ)⁻¹) ^ 2) * hcs
      + ((Real.sin θ : ℂ) * (Real.sin θ : ℂ)⁻¹ + 1) * hu
  · simp only [braket, orthoDir, dotProduct_smul, dotProduct_sub, smul_eq_mul, a, c]
    ring
  · ext i
    simp only [orthoDir, Pi.smul_apply, Pi.add_apply, Pi.sub_apply, smul_eq_mul]
    linear_combination (-(φ i - (Real.cos θ : ℂ) * ψ i)) * hu

/-- For unit `ψ, φ` with overlap `cos θ`, `0 < θ ≤ π/2`, and `s > 0`, the geodesic Hamiltonian
is Hermitian, has energy spread `s` in `ψ`, carries `ψ` to `φ` in time `θ/s`, and does not
carry `ψ` to a phase multiple of `φ` at any time `0 ≤ t < θ/s`. -/
theorem geodesic_time_attained {θ s : ℝ} (h0 : 0 < θ) (h1 : θ ≤ Real.pi / 2) (hs : 0 < s)
    {ψ φ : n → ℂ} (hψ : braket ψ ψ = 1) (hφ : braket φ φ = 1)
    (hov : braket ψ φ = (Real.cos θ : ℂ)) :
    (geodesicHamiltonian s ψ (orthoDir θ ψ φ)).IsHermitian ∧
    spread (geodesicHamiltonian s ψ (orthoDir θ ψ φ)) ψ = s ∧
    evolve (geodesicHamiltonian s ψ (orthoDir θ ψ φ)) (θ / s) *ᵥ ψ = φ ∧
    ∀ t : ℝ, 0 ≤ t → t < θ / s → ∀ c : ℂ, ‖c‖ = 1 →
      evolve (geodesicHamiltonian s ψ (orthoDir θ ψ φ)) t *ᵥ ψ ≠ c • φ := by
  have hpi := Real.pi_pos
  have hsin : Real.sin θ ≠ 0 := (Real.sin_pos_of_pos_of_lt_pi h0 (by linarith)).ne'
  obtain ⟨hχ, hψχ, hdec⟩ := orthoDir_spec hsin hψ hφ hov
  refine ⟨geodesic_isHermitian _ _ _, (geodesic_spread hs.le hψ hχ hψχ).2, ?_, ?_⟩
  · have ht : s * (θ / s) = θ := by field_simp
    rw [geodesic_evolve s _ hψ hχ hψχ, ht]
    exact hdec.symm
  · intro t ht0 ht c hc heq
    rw [geodesic_evolve s t hψ hχ hψχ] at heq
    have a : star ψ ⬝ᵥ ψ = 1 := hψ
    have b : star ψ ⬝ᵥ orthoDir θ ψ φ = 0 := hψχ
    have d : star ψ ⬝ᵥ φ = (Real.cos θ : ℂ) := hov
    -- compare the moduli of the overlaps with `ψ`
    have e := congrArg (fun v => star ψ ⬝ᵥ v) heq
    simp only [dotProduct_add, dotProduct_smul, a, b, d, smul_eq_mul, mul_one, mul_zero,
      add_zero] at e
    have f : ‖(Real.cos (s * t) : ℂ)‖ = ‖c * (Real.cos θ : ℂ)‖ := by rw [e]
    rw [norm_mul, hc, one_mul, Complex.norm_real, Complex.norm_real, Real.norm_eq_abs,
      Real.norm_eq_abs] at f
    have hst : t * s < θ := (lt_div_iff₀ hs).1 ht
    have hlt : Real.cos θ < Real.cos (s * t) :=
      Real.cos_lt_cos_of_nonneg_of_le_pi (mul_nonneg hs.le ht0) (by linarith) (by linarith)
    have hcos : 0 ≤ Real.cos θ :=
      Real.cos_nonneg_of_neg_pi_div_two_le_of_le (by linarith) h1
    rw [abs_of_nonneg hcos, abs_of_nonneg (by linarith)] at f
    linarith

/-- For unit `ψ, φ` with `|⟨ψ, φ⟩| = cos θ`, `0 < θ ≤ π/2`, and `s > 0`, some Hermitian `H`
with energy spread `s` in `ψ` carries `ψ` to a phase multiple of `φ` in time `θ/s`. -/
theorem geodesic_time_attained_ray {θ s : ℝ} (h0 : 0 < θ) (h1 : θ ≤ Real.pi / 2) (hs : 0 < s)
    {ψ φ : n → ℂ} (hψ : braket ψ ψ = 1) (hφ : braket φ φ = 1)
    (hov : ‖braket ψ φ‖ = Real.cos θ) :
    ∃ H : Matrix n n ℂ, H.IsHermitian ∧ spread H ψ = s ∧
      ∃ c : ℂ, ‖c‖ = 1 ∧ evolve H (θ / s) *ᵥ ψ = c • φ := by
  -- a phase that makes the overlap real
  obtain ⟨c, hc, hcz⟩ : ∃ c : ℂ, ‖c‖ = 1 ∧ c * braket ψ φ = (Real.cos θ : ℂ) := by
    refine ⟨Complex.exp (((-arg (braket ψ φ) : ℝ) : ℂ) * I),
      Complex.norm_exp_ofReal_mul_I _, ?_⟩
    have h := Complex.norm_mul_exp_arg_mul_I (braket ψ φ)
    have hcc : Complex.exp (((-arg (braket ψ φ) : ℝ) : ℂ) * I)
        * Complex.exp (arg (braket ψ φ) * I) = 1 := by
      rw [← Complex.exp_add]
      simp
    rw [← hov]
    linear_combination (-Complex.exp (((-arg (braket ψ φ) : ℝ) : ℂ) * I)) * h
      + (‖braket ψ φ‖ : ℂ) * hcc
  have hcc : star c * c = 1 := by
    rw [Complex.star_def, mul_comm, Complex.mul_conj, Complex.normSq_eq_norm_sq, hc]
    simp
  have b : star φ ⬝ᵥ φ = 1 := hφ
  have hφ' : braket (c • φ) (c • φ) = 1 := by
    rw [braket, star_smul, smul_dotProduct, dotProduct_smul, b, smul_eq_mul, smul_eq_mul,
      mul_one, hcc]
  have hov' : braket ψ (c • φ) = (Real.cos θ : ℂ) := by
    rw [braket, dotProduct_smul, smul_eq_mul]
    exact hcz
  obtain ⟨k1, k2, k3, -⟩ := geodesic_time_attained h0 h1 hs hψ hφ' hov'
  exact ⟨_, k1, k2, c, hc, k3⟩

/-- The qubit states `ψ = (1, 0)`, `φ = (cos θ, sin θ)` are unit vectors with overlap `cos θ`;
for `sin θ ≠ 0` one has `χ = (0, 1)`, and the geodesic Hamiltonian is `s σ_y`. -/
theorem qubit_witness {θ : ℝ} (h : Real.sin θ ≠ 0) (s : ℝ) :
    braket ![(1 : ℂ), 0] ![1, 0] = 1 ∧
    braket ![(Real.cos θ : ℂ), Real.sin θ] ![(Real.cos θ : ℂ), Real.sin θ] = 1 ∧
    braket ![(1 : ℂ), 0] ![(Real.cos θ : ℂ), Real.sin θ] = (Real.cos θ : ℂ) ∧
    orthoDir θ ![(1 : ℂ), 0] ![(Real.cos θ : ℂ), Real.sin θ] = ![0, 1] ∧
    geodesicHamiltonian s ![(1 : ℂ), 0] ![0, 1] = (s : ℂ) • !![0, -I; I, 0] := by
  have hcs : (Real.sin θ : ℂ) ^ 2 + (Real.cos θ : ℂ) ^ 2 = 1 := by
    rw [← ofReal_pow, ← ofReal_pow, ← ofReal_add, Real.sin_sq_add_cos_sq, ofReal_one]
  refine ⟨by simp [braket, dotProduct], ?_, by simp [braket, dotProduct], ?_, ?_⟩
  · simp [braket, dotProduct, -Complex.ofReal_cos, -Complex.ofReal_sin]
    linear_combination hcs
  · ext i
    fin_cases i <;> simp [orthoDir, h, -Complex.ofReal_cos, -Complex.ofReal_sin]
  · ext i j
    simp only [geodesicHamiltonian, Matrix.smul_apply, Matrix.sub_apply, vecMulVec_apply,
      Pi.star_apply, smul_eq_mul]
    fin_cases i <;> fin_cases j <;> simp [mul_comm]

end

end QuantumBrachistochrone
```

```lean
#print axioms QuantumBrachistochrone.geodesic_time_attained
-- 'QuantumBrachistochrone.geodesic_time_attained' depends on axioms: [propext, Classical.choice, Quot.sound]
#print axioms QuantumBrachistochrone.geodesic_time_attained_ray
-- 'QuantumBrachistochrone.geodesic_time_attained_ray' depends on axioms: [propext, Classical.choice, Quot.sound]
```

## Power series, eigenvectors and the overlap comparison

`exp_mulVec_eigen` justifies replacing $e^{A}$ by $e^{\mu}$ on a vector $v$ with $Av=\mu v$. Induction gives $A^kv=\mu^kv$ in `hpow`. The map $M\mapsto Mv$ is additive and continuous, so the exponential series may be applied to $v$ term by term, and uniqueness of the sum identifies the result with $e^\mu v$.

`orthoDir_spec` is step 1, for unit vectors with overlap $\cos\theta$, and asks of the angle only that $\sin\theta\neq0$; it expands the products and closes with $\sin^2\theta+\cos^2\theta=1$. `geodesic_isHermitian` is step 2, entry by entry, for arbitrary $\psi$ and $\chi$. In `geodesic_action` the rule $|a\rangle\langle b|v=\langle b,v\rangle a$ is `outer`, and `braket_conj` turns $\langle\psi,\chi\rangle=0$ into $\langle\chi,\psi\rangle=0$. `geodesic_spread` completes step 3, using $s\ge0$ for $\sqrt{s^2}=s$.

`geodesic_evolve` is step 4. It works with $-itH$ and the unnormalised vectors: `hp` and `hm` give the eigenvalues $-ist$ and $+ist$, `hd` is the half-sum decomposition, and `Complex.exp_mul_I` is Euler's formula. Each `linear_combination` with `I_sq` is a use of $i^2=-1$.

In the main theorem, `e` is the overlap equation and `f` its modulus. `hlt` is the strict decrease of the cosine on $[0,\pi]$, and `hcos`, which uses $\theta\le\pi/2$, removes the absolute values. The ray version rests on $|z|e^{i\arg z}=z$, which also holds at $z=0$, the case $\theta=\pi/2$. `qubit_witness` checks that the opening vectors are normalised with overlap $\cos\theta$, that $\chi=(0,1)$ when $\sin\theta\neq0$, and that $H=s\sigma_y$.

## Building H from two state vectors

In a program one computes $z$ with an inner product that conjugates its first argument, sets $\theta=\arccos|z|$ (this requires $|z|<1$; for $|z|=1$ the two vectors lie on the same ray and $\chi$ is undefined), multiplies $\varphi$ by $e^{-i\arg z}$, and obtains $\chi$ by one Gram–Schmidt step. Two outer products give $H$. The trajectory needs no matrix exponential, because step 4 gives it from $\psi$ and $\chi$ alone. For small $\theta$ the subtraction in $\chi$ loses digits in floating point. For the qubit, $e^{-iH\theta/s}=e^{-i\theta\sigma_y}$ is the gate $R_y(2\theta)$ in the convention $R_y(\alpha)=e^{-i\alpha\sigma_y/2}$.
